# Unlabelled pair distances determine three points up to congruence, but not always four

Q: You treat a figure and its mirror image as the same shape. A chemist, for whom left- and right-handed molecules are different, might object to that choice.

A: Distances cannot tell a figure from its mirror image, so a fair test of a distance descriptor has to identify the two. Here "same shape" means that some relabelling of the points, followed by some distance-preserving map of the space, carries one configuration to the other. Reflections are included. The space is a real inner product space V.

In Lean 4 with Mathlib:

```lean
import Mathlib

open Finset

namespace DistanceMultisetDescriptor

noncomputable section

variable {V : Type*} [NormedAddCommGroup V] [InnerProductSpace ℝ V]
```

Q: And the descriptor?

A: A configuration of n points is a map `p : Fin n → V`, with labels starting at 0. Its descriptor is the list of pair distances with the order forgotten and repetitions kept. The condition `e.1 < e.2` counts each pair once.

```lean
/-- The descriptor of a configuration of `n` points: the multiset of its pair distances,
each pair counted once. -/
def distanceMultiset {n : ℕ} (p : Fin n → V) : Multiset ℝ :=
  (univ.filter fun e : Fin n × Fin n => e.1 < e.2).val.map fun e => dist (p e.1) (p e.2)
```

The comparison of shapes uses a permutation σ of the labels and a map φ with φ(pᵢ) = q_σ(i).

```lean
/-- Two configurations have the same shape if an isometry of space carries one to the other
after a relabelling of the points. -/
def SameShape {n : ℕ} (p q : Fin n → V) : Prop :=
  ∃ σ : Equiv.Perm (Fin n), ∃ φ : V → V, Isometry φ ∧ ∀ i, φ (p i) = q (σ i)
```

Q: `Isometry φ` only says that φ preserves distances. A rigid motion should also be onto.

A: In finite dimension a distance-preserving map of V into itself is automatically onto, and both the triangle theorem and the four-point example live there. What the definition does leave out is chemical species: any point may be exchanged with any other, as for identical atoms.

Q: Then take three points. How do you get from distances to a motion?

A: Suppose first that the labels already match, so |pᵢ − pⱼ| = |qᵢ − qⱼ| for all i and j. Put uᵢ = pᵢ − p₀ and vᵢ = qᵢ − q₀. The cosine rule gives

uᵢ·uⱼ = (|uᵢ|² + |uⱼ|² − |uᵢ − uⱼ|²)/2,

and the right-hand side contains only distances, so uᵢ·uⱼ = vᵢ·vⱼ. Expanding the squares, for any real coefficients wᵢ,

|Σ wᵢuᵢ|² = Σ wᵢwⱼ uᵢ·uⱼ = Σ wᵢwⱼ vᵢ·vⱼ = |Σ wᵢvᵢ|².

Now define T(Σ wᵢuᵢ) = Σ wᵢvᵢ.

Q: If the points are collinear or coincide, the uᵢ are linearly dependent. Is T well defined?

A: Yes. If two sets of coefficients give the same vector on the left, their difference gives zero there. By the equality of lengths it gives zero on the right too. T therefore preserves lengths on the span of the uᵢ. The orthogonal complements of the two spans have equal dimension, so T extends to all of V.

The lemma says this for two linear maps f and g with |f(w)| = |g(w)|. The proof chooses a linear preimage map `s` on the range of f, forms g ∘ s, and extends it. The last lines are the well-definedness argument: `s y - w` is sent to zero by f, hence by g.

```lean
/-- Two linear maps into a Euclidean space that give vectors of equal length
differ by a linear isometry of that space. -/
theorem exists_linearIsometry_of_norm_eq [FiniteDimensional ℝ V] {W : Type*}
    [AddCommGroup W] [Module ℝ W] (f g : W →ₗ[ℝ] V) (h : ∀ w, ‖f w‖ = ‖g w‖) :
    ∃ T : V →ₗᵢ[ℝ] V, ∀ w, T (f w) = g w := by
  -- choose preimages linearly on the range of `f`, apply `g`, and extend to all of space
  obtain ⟨s, hs⟩ := f.rangeRestrict.exists_rightInverse_of_surjective f.range_rangeRestrict
  have hs' : ∀ x : LinearMap.range f, f (s x) = x := fun x =>
    congrArg Subtype.val (LinearMap.congr_fun hs x)
  let L : LinearMap.range f →ₗᵢ[ℝ] V :=
    ⟨g.comp s, fun x => by
      change ‖g (s x)‖ = ‖(x : V)‖
      rw [← h, hs']⟩
  refine ⟨L.extend, fun w => ?_⟩
  let y : LinearMap.range f := ⟨f w, w, rfl⟩
  have e : L.extend (f w) = g (s y) := L.extend_apply y
  have hy : f (s y) = f w := hs' y
  have hz : ‖g (s y - w)‖ = 0 := by rw [← h, map_sub, hy, sub_self, norm_zero]
  rw [e]
  exact sub_eq_zero.1 (by rw [← map_sub]; exact norm_eq_zero.1 hz)
```

The motion is then φ(x) = T(x − p₀) + q₀. In the next proof, `gram` is the cosine rule, and the two linear maps are w ↦ Σ wᵢuᵢ and w ↦ Σ wᵢvᵢ. Putting a single 1 into w recovers T(uᵢ) = vᵢ. The statement holds for any positive number of labelled points.

```lean
/-- Two labelled configurations with equal distance matrices are carried into each other
by an isometry of space. -/
theorem exists_isometry_of_dist_eq [FiniteDimensional ℝ V] {n : ℕ} (p q : Fin (n + 1) → V)
    (h : ∀ i j, dist (p i) (p j) = dist (q i) (q j)) :
    ∃ φ : V → V, Isometry φ ∧ ∀ i, φ (p i) = q i := by
  -- the distances fix the Gram matrix of the vectors from point 0
  have gram : ∀ i j, inner ℝ (p i - p 0) (p j - p 0) = inner ℝ (q i - q 0) (q j - q 0) := by
    intro i j
    simp only [real_inner_eq_norm_mul_self_add_norm_mul_self_sub_norm_sub_mul_self_div_two,
      sub_sub_sub_cancel_right, ← dist_eq_norm, h]
  obtain ⟨T, hT⟩ := exists_linearIsometry_of_norm_eq
    (Fintype.linearCombination ℝ fun i => p i - p 0)
    (Fintype.linearCombination ℝ fun i => q i - q 0) (fun w => by
      rw [← sq_eq_sq₀ (norm_nonneg _) (norm_nonneg _), ← real_inner_self_eq_norm_sq,
        ← real_inner_self_eq_norm_sq]
      simp only [Fintype.linearCombination_apply, sum_inner, inner_sum,
        real_inner_smul_left, real_inner_smul_right, gram])
  refine ⟨fun x => T (x - p 0) + q 0, Isometry.of_dist_eq fun x y => ?_, fun i => ?_⟩
  · change dist (T (x - p 0) + q 0) (T (y - p 0) + q 0) = dist x y
    rw [dist_add_right, T.isometry.dist_eq, dist_sub_right]
  · have hi : T (p i - p 0) = q i - q 0 := by
      have := hT (Pi.single i 1)
      rwa [Fintype.linearCombination_apply_single, Fintype.linearCombination_apply_single,
        one_smul, one_smul] at this
    change T (p i - p 0) + q 0 = q i
    rw [hi, sub_add_cancel]
```

Q: But the descriptor has thrown the labels away. You know three numbers, not which edge each belongs to.

A: For a triangle this does no harm. Equal multisets give a matching of the three edges of p with the three edges of q, preserving length. Each edge has exactly one opposite vertex, so a matching of edges is also a matching σ of vertices. The edge {i, j} is opposite the third vertex k, and its partner is opposite σ(k), which makes that partner {σ(i), σ(j)}. Hence

|pᵢ − pⱼ| = |q_σ(i) − q_σ(j)|

for all pairs, and the labelled result applies to p and the relabelled q.

The formal proof lists the six matchings. A small lemma handles two-element multisets: they are equal only if the entries agree in order or crosswise.

```lean
private theorem pair_cases {b c y z : ℝ} (h : b ::ₘ {c} = y ::ₘ ({z} : Multiset ℝ)) :
    (b = y ∧ c = z) ∨ (b = z ∧ c = y) := by
  have hb : b ∈ y ::ₘ ({z} : Multiset ℝ) := h ▸ Multiset.mem_cons_self b _
  rcases (by simpa using hb : b = y ∨ b = z) with e | e
  · subst e
    exact Or.inl ⟨rfl, Multiset.singleton_inj.1 ((Multiset.cons_inj_right _).1 h)⟩
  · subst e
    exact Or.inr ⟨rfl, Multiset.singleton_inj.1
      ((Multiset.cons_inj_right _).1 (h.trans (Multiset.cons_swap _ _ 0)))⟩
```

In the theorem, `key` turns a permutation with three matching edges into `SameShape`. The distance between p₀ and p₁ must occur among the three distances of q, which gives three cases, and `pair_cases` splits each in two. Every branch names its permutation. No hypothesis excludes degenerate triangles.

```lean
/-- Two triples of points with equal multisets of pair distances have the same shape,
in Euclidean space of any finite dimension. -/
theorem sameShape_of_distanceMultiset_eq [FiniteDimensional ℝ V] (p q : Fin 3 → V)
    (h : distanceMultiset p = distanceMultiset q) : SameShape p q := by
  have hE : (univ.filter fun e : Fin 3 × Fin 3 => e.1 < e.2).val
      = (0, 1) ::ₘ (0, 2) ::ₘ {(1, 2)} := by decide
  simp only [distanceMultiset, hE, Multiset.map_cons, Multiset.map_singleton] at h
  -- a relabelling that matches the three edges gives the rigid motion
  have key : ∀ (σ : Equiv.Perm (Fin 3)) (k₀ k₁ k₂ : Fin 3), σ 0 = k₀ → σ 1 = k₁ → σ 2 = k₂ →
      dist (p 0) (p 1) = dist (q k₀) (q k₁) → dist (p 0) (p 2) = dist (q k₀) (q k₂) →
      dist (p 1) (p 2) = dist (q k₁) (q k₂) → SameShape p q := by
    rintro σ _ _ _ rfl rfl rfl h1 h2 h3
    refine ⟨σ, exists_isometry_of_dist_eq p (fun i => q (σ i)) fun i j => ?_⟩
    fin_cases i <;> fin_cases j <;> first
      | exact (dist_self _).trans (dist_self _).symm
      | exact h1
      | exact h2
      | exact h3
      | exact (dist_comm _ _).trans (h1.trans (dist_comm _ _))
      | exact (dist_comm _ _).trans (h2.trans (dist_comm _ _))
      | exact (dist_comm _ _).trans (h3.trans (dist_comm _ _))
  have c := fun i j => dist_comm (q i) (q j)
  have ha := h ▸ Multiset.mem_cons_self (dist (p 0) (p 1)) _
  simp only [Multiset.mem_cons, Multiset.mem_singleton] at ha
  -- six ways to match the edges, one for each permutation of the vertices
  rcases ha with e | e | e
  · rw [e] at h
    rcases pair_cases ((Multiset.cons_inj_right _).1 h) with ⟨f, g⟩ | ⟨f, g⟩
    · exact key 1 0 1 2 rfl rfl rfl e f g
    · exact key (Equiv.swap 0 1) 1 0 2 (by decide) (by decide) (by decide) (e.trans (c _ _)) f g
  · rw [e, Multiset.cons_swap (dist (q 0) (q 1))] at h
    rcases pair_cases ((Multiset.cons_inj_right _).1 h) with ⟨f, g⟩ | ⟨f, g⟩
    · exact key (Equiv.swap 1 2) 0 2 1 (by decide) (by decide) (by decide) e f (g.trans (c _ _))
    · exact key (Equiv.swap 1 2 * Equiv.swap 0 1) 2 0 1 (by decide) (by decide) (by decide)
        (e.trans (c _ _)) (f.trans (c _ _)) g
  · have h' := h.trans ((congrArg (Multiset.cons _) (Multiset.cons_swap _ _ 0)).trans
      (Multiset.cons_swap _ _ _))
    rw [e] at h'
    rcases pair_cases ((Multiset.cons_inj_right _).1 h') with ⟨f, g⟩ | ⟨f, g⟩
    · exact key (Equiv.swap 0 1 * Equiv.swap 1 2) 1 2 0 (by decide) (by decide) (by decide)
        e (f.trans (c _ _)) (g.trans (c _ _))
    · exact key (Equiv.swap 0 2) 2 1 0 (by decide) (by decide) (by decide)
        (e.trans (c _ _)) (f.trans (c _ _)) (g.trans (c _ _))
```

Q: Why does the same reasoning not work for four points?

A: Four points have 6 edges, so there are 720 matchings of edges but only 24 permutations of vertices. Most matchings come from no relabelling. An explicit family in the plane shows that this can matter, with two real parameters a and b.

```lean
/-- The Euclidean plane. -/
abbrev Plane := EuclideanSpace ℝ (Fin 2)

/-- The trapezoid with vertices `(-b, b)`, `(b, b)`, `(a + b, 0)`, `(-(a + b), 0)`. -/
def trapezoid (a b : ℝ) : Fin 4 → Plane :=
  ![!₂[-b, b], !₂[b, b], !₂[a + b, 0], !₂[-(a + b), 0]]

/-- The kite with vertices `(0, b)`, `(0, -b)`, `(-a, 0)`, `(a + 2b, 0)`. -/
def kite (a b : ℝ) : Fin 4 → Plane :=
  ![!₂[0, b], !₂[0, -b], !₂[-a, 0], !₂[a + 2 * b, 0]]
```

At a = b = 1 the trapezoid is (−1, 1), (1, 1), (2, 0), (−2, 0) and the kite is (0, 1), (0, −1), (−1, 0), (3, 0). Both have the distances 2, √2, √2, √10, √10, 4. In the trapezoid the two edges of length √10 are the diagonals, which share no vertex. In the kite they meet at the far tip.

Q: And for general a and b?

A: The squared distances, in both figures, are

4b², 4(a + b)², a² + b² (twice), (a + 2b)² + b² (twice).

Two helper lemmas reduce equality of distances to equality of sums of squared coordinate differences.

```lean
private theorem dist_sq (P Q : Plane) : dist P Q ^ 2 = (P 0 - Q 0) ^ 2 + (P 1 - Q 1) ^ 2 := by
  rw [EuclideanSpace.dist_eq, Real.sq_sqrt (by positivity)]
  simp only [Fin.sum_univ_two, Real.dist_eq, sq_abs]

private theorem dist_congr {P Q R S : Plane} (h : (P 0 - Q 0) ^ 2 + (P 1 - Q 1) ^ 2
    = (R 0 - S 0) ^ 2 + (R 1 - S 1) ^ 2) : dist P Q = dist R S := by
  rwa [← sq_eq_sq₀ dist_nonneg dist_nonneg, dist_sq, dist_sq]
```

The proof then matches the six edges one at a time, each by a polynomial identity. Edges 02 and 03 of the trapezoid go to 03 and 02 of the kite, and every other edge keeps its labels. The final swap puts the two lists in the same order. This equality holds for all real a and b.

```lean
/-- The trapezoid and the kite with the same parameters have equal multisets of
pair distances. -/
theorem distanceMultiset_trapezoid_eq_kite (a b : ℝ) :
    distanceMultiset (trapezoid a b) = distanceMultiset (kite a b) := by
  have hE : (univ.filter fun e : Fin 4 × Fin 4 => e.1 < e.2).val
      = (0, 1) ::ₘ (0, 2) ::ₘ (0, 3) ::ₘ (1, 2) ::ₘ (1, 3) ::ₘ {(2, 3)} := by decide
  have h01 : dist (trapezoid a b 0) (trapezoid a b 1) = dist (kite a b 0) (kite a b 1) :=
    dist_congr (by change (-b - b) ^ 2 + (b - b) ^ 2 = (0 - 0) ^ 2 + (b - -b) ^ 2; ring)
  have h02 : dist (trapezoid a b 0) (trapezoid a b 2) = dist (kite a b 0) (kite a b 3) :=
    dist_congr (by
      change (-b - (a + b)) ^ 2 + (b - 0) ^ 2 = (0 - (a + 2 * b)) ^ 2 + (b - 0) ^ 2; ring)
  have h03 : dist (trapezoid a b 0) (trapezoid a b 3) = dist (kite a b 0) (kite a b 2) :=
    dist_congr (by change (-b - -(a + b)) ^ 2 + (b - 0) ^ 2 = (0 - -a) ^ 2 + (b - 0) ^ 2; ring)
  have h12 : dist (trapezoid a b 1) (trapezoid a b 2) = dist (kite a b 1) (kite a b 2) :=
    dist_congr (by change (b - (a + b)) ^ 2 + (b - 0) ^ 2 = (0 - -a) ^ 2 + (-b - 0) ^ 2; ring)
  have h13 : dist (trapezoid a b 1) (trapezoid a b 3) = dist (kite a b 1) (kite a b 3) :=
    dist_congr (by
      change (b - -(a + b)) ^ 2 + (b - 0) ^ 2 = (0 - (a + 2 * b)) ^ 2 + (-b - 0) ^ 2; ring)
  have h23 : dist (trapezoid a b 2) (trapezoid a b 3) = dist (kite a b 2) (kite a b 3) :=
    dist_congr (by
      change (a + b - -(a + b)) ^ 2 + (0 - 0) ^ 2 = (-a - (a + 2 * b)) ^ 2 + (0 - 0) ^ 2; ring)
  simp only [distanceMultiset, hE, Multiset.map_cons, Multiset.map_singleton,
    h01, h02, h03, h12, h13, h23]
  exact congrArg (Multiset.cons _) (Multiset.cons_swap _ _ _)
```

Q: Equal distances are only half of the counterexample. How do you exclude every relabelling and every motion at once?

A: With a quantity that neither can change: the sum of squared distances from one vertex to all the others. For the far tip of the kite it is

S = 2((a + 2b)² + b²) + 4(a + b)².

S exceeds the sum for either upper vertex of the trapezoid by

4a² + 12ab + 4b²,

and the sum for either lower vertex by

4b(a + b).

Both are positive when a > 0 and b > 0. At a = b = 1 the tip has 36, while the trapezoid vertices have 16, 16, 28 and 28. If the figures had the same shape, some trapezoid vertex would be carried to the tip and would have the same sum, which is impossible. The theorem below is stated for motions of the plane, but the argument uses only distances, so it rules out motions of three-dimensional space as well.

In the code, `lt` is this comparison for all four vertices, and `σ.symm 3` is the vertex that would land on the tip, which has label 3. The remaining lines rewrite its sum through σ and φ to reach the contradiction.

```lean
/-- For positive parameters the trapezoid and the kite do not have the same shape. -/
theorem not_sameShape_trapezoid_kite {a b : ℝ} (ha : 0 < a) (hb : 0 < b) :
    ¬ SameShape (trapezoid a b) (kite a b) := by
  rintro ⟨σ, φ, hφ, h⟩
  -- the far tip of the kite has a larger sum of squared distances than any trapezoid vertex
  have lt : ∀ i, ∑ j, dist (trapezoid a b i) (trapezoid a b j) ^ 2
      < ∑ j, dist (kite a b 3) (kite a b j) ^ 2 := by
    intro i
    fin_cases i <;> simp [Fin.sum_univ_four, dist_sq, trapezoid, kite] <;>
      nlinarith [mul_pos ha hb, mul_pos ha ha, mul_pos hb hb]
  -- but this sum is unchanged by isometries and relabelling
  refine (lt (σ.symm 3)).ne ?_
  rw [← Equiv.sum_comp σ fun j => dist (kite a b 3) (kite a b j) ^ 2]
  refine Finset.sum_congr rfl fun j _ => ?_
  rw [← hφ.dist_eq, h, h, Equiv.apply_symm_apply]

end

end DistanceMultisetDescriptor
```

```lean
#print axioms DistanceMultisetDescriptor.sameShape_of_distanceMultiset_eq
#print axioms DistanceMultisetDescriptor.distanceMultiset_trapezoid_eq_kite
#print axioms DistanceMultisetDescriptor.not_sameShape_trapezoid_kite
```

```
'DistanceMultisetDescriptor.sameShape_of_distanceMultiset_eq' depends on axioms: [propext, Classical.choice, Quot.sound]
'DistanceMultisetDescriptor.distanceMultiset_trapezoid_eq_kite' depends on axioms: [propext, Classical.choice, Quot.sound]
'DistanceMultisetDescriptor.not_sameShape_trapezoid_kite' depends on axioms: [propext, Classical.choice, Quot.sound]
```

Q: Do you need both parameters to be positive?

A: Neither condition can simply be deleted. With a = 1 and b = 0, both figures consist of a doubled point at the origin and the points (1, 0) and (−1, 0), so they have the same shape. With a = −1 and b = 1, the trapezoid becomes (−1, 1), (1, 1) and a doubled point at (0, 0), while the kite becomes (0, 1), (0, −1) and a doubled point at (1, 0). Both are right isosceles triangles with the right-angled corner doubled, again the same shape.

Q: Where would I meet this in a simulation?

A: For identical atoms with a purely pairwise potential, the energy is a sum of v(r) over the pair distances r, so the trapezoid and the kite have equal energy whatever v is. The same holds for any fitted model of four identical atoms whose only input is the unordered list of distances: it must give both geometries the same output, even if their true energies differ.

Q: So does the list fail for every four-atom geometry?

A: No. The theorems give a family of pairs that it confuses, and they don't say how common such pairs are. A regular tetrahedron, for instance, is recovered from its distances: any four points with the same list have all six distances equal, so every labelling matches and the labelled result applies.
